# Closed form of the dipole-forbidden exciton continuum absorption above the gap, up to a constant prefactor

For an exciton Rydberg `R > 0` and an energy `E > 0` above the gap, the model takes the dipole-forbidden continuum absorption, without material prefactors, to be the free onset E^(3/2) times the p-wave factor 1 + R/E and the Sommerfeld factor x/(1 − exp(−x)), where x = 2π√(R/E). The theorem `absorption_closed_form` states that this product equals 2π√R (E + R)/(1 − exp(−2π√(R/E))), and that the denominator is positive. For the positivity, the attempt shows that x is positive and concludes that exp(−x) is below one. For the formula, it writes E^(3/2) as E√E, then uses √E·√(R/E) = √R and E(1 + R/E) = E + R.

This version doesn't compile in Lean 4 with Mathlib:

```lean
import Mathlib

open Real Filter Topology

namespace AbsorptionClosedForm

noncomputable section

/-- The Sommerfeld factor `x / (1 - exp (-x))` with `x = 2π√(R/E)`, for exciton Rydberg `R > 0`
and energy `E > 0` above the gap. -/
def sommerfeld (R E : ℝ) : ℝ :=
  2 * π * √(R / E) / (1 - Real.exp (-(2 * π * √(R / E))))

/-- Dipole-forbidden continuum absorption for `R > 0` and `E > 0`: the free onset `E^(3/2)` times
the p-wave factor `1 + R/E` times the Sommerfeld factor. -/
def absorption (R E : ℝ) : ℝ :=
  E ^ (3 / 2 : ℝ) * (1 + R / E) * sommerfeld R E

lemma rpow_three_halves {E : ℝ} (hE : 0 < E) : E ^ (3 / 2 : ℝ) = E * √E := by
  rw [show (3 / 2 : ℝ) = 1 + 1 / 2 by norm_num, Real.rpow_add hE, Real.rpow_one,
    Real.sqrt_eq_rpow]

lemma sqrt_mul_sqrt_ratio (R : ℝ) {E : ℝ} (hE : 0 < E) : √E * √(R / E) = √R := by
  rw [← Real.sqrt_mul hE.le, mul_div_assoc', mul_div_cancel_left₀ R hE.ne']

/-- For `R > 0` and `E > 0` the forbidden absorption is
`2π√R (E + R) / (1 - exp (-2π√(R/E)))`, with a positive denominator. -/
theorem absorption_closed_form {R E : ℝ} (hR : 0 < R) (hE : 0 < E) :
    0 < 1 - Real.exp (-(2 * π * √(R / E))) ∧
    absorption R E = 2 * π * √R * (E + R) / (1 - Real.exp (-(2 * π * √(R / E)))) := by
  constructor
  · have hx : 0 < 2 * π * √(R / E) := by positivity
    exact sub_pos.2 (Real.exp_lt_one (neg_lt_zero.2 hx))
  · have key := sqrt_mul_sqrt_ratio R hE
    have h2 : E * (1 + R / E) = E + R := by
      rw [mul_add, mul_one, mul_div_assoc', mul_div_cancel_left₀ R hE.ne']
    unfold absorption sommerfeld
    rw [rpow_three_halves hE]
    generalize 1 - Real.exp (-(2 * π * √(R / E))) = D
    calc E * √E * (1 + R / E) * (2 * π * √(R / E) / D)
        = (E * (1 + R / E)) * (√E * √(R / E)) * (2 * π) / D := by ring
      _ = 2 * π * √R * (E + R) / D := by rw [h2, key]; ring

end

end AbsorptionClosedForm
```

The compiler's answer:

```
Main.lean:33:21: error(lean.unknownIdentifier): Unknown constant `Real.exp_lt_one`
```

The single error is about a name. Lean finds no constant called `Real.exp_lt_one`, so the term meant to prove the denominator positive cannot be elaborated. The mathematics of that step is sound: `hx` says that x = 2π√(R/E) is positive, `neg_lt_zero.2 hx` gives −x < 0, and `sub_pos.2` needs exp(−x) < 1 in order to yield 0 < 1 − exp(−x). What is missing is a valid lemma for the passage from −x < 0 to exp(−x) < 1.

The repair uses `Real.exp_lt_one_iff`, which states this fact as an equivalence. An equivalence cannot be applied directly to the hypothesis as the missing lemma was, so `.2` selects the direction that takes a negative exponent to an exponential below one. The argument `neg_lt_zero.2 hx` then fits as it stands, and nothing else in the proof changes.

This version goes through:

```diff
@@ -31,5 +31,5 @@
   constructor
   · have hx : 0 < 2 * π * √(R / E) := by positivity
-    exact sub_pos.2 (Real.exp_lt_one (neg_lt_zero.2 hx))
+    exact sub_pos.2 (Real.exp_lt_one_iff.2 (neg_lt_zero.2 hx))
   · have key := sqrt_mul_sqrt_ratio R hE
     have h2 : E * (1 + R / E) = E + R := by
```
